# For \(\alpha>0\) and \(\Delta\neq0\), the upper Landau–Zener eigenstate has first-state weight \(\tfrac12(1+\alpha t/E)\), rising from 0 to 1

## Does the upper level swap its character across the avoided crossing?

Two diabatic levels are swept through each other linearly in time, with energies \(\alpha t\) and \(-\alpha t\) for \(\alpha>0\), and a constant coupling \(\Delta\neq0\) keeps the adiabatic levels apart. I picture the upper adiabatic state as the second diabatic state long before the crossing and the first one long after it. For a real unit upper eigenvector I get the squared first component

\[
\frac12\left(1+\frac{\alpha t}{\sqrt{\alpha^2t^2+\Delta^2}}\right),
\]

with limits 1 and 0 as \(t\to+\infty\) and \(t\to-\infty\). Eigenvectors come with arbitrary signs or phases, though, and I would like to see that no choice of them matters. Can this be made rigorous and checked in Lean?

## Yes: the eigenvalue equation and normalisation fix the weight

### Derivation from the two amplitudes

Nothing is lost by allowing a complex coupling. For \(\alpha>0\) and \(\Delta\neq0\), let

\[
H(t)=\begin{pmatrix}\alpha t&\Delta\\ \Delta^*&-\alpha t\end{pmatrix},\qquad E(t)=\sqrt{(\alpha t)^2+|\Delta|^2}.
\]

For a vector \(v=(v_0,v_1)\) with real eigenvalue \(\mu\), the two rows read

\[
(\mu-\alpha t)v_0=\Delta v_1,\qquad (\mu+\alpha t)v_1=\Delta^*v_0 .
\]

Multiplying the first by \(\mu+\alpha t\) and inserting the second gives \((\mu^2-\alpha^2t^2)v_0=|\Delta|^2v_0\). Multiplying the second by \(\mu-\alpha t\) gives the same relation for \(v_1\). Since \(v\neq0\), it follows that \(\mu^2=E^2\), so no real eigenvalue exceeds \(E\).

The value \(+E\) is attained by \((E+\alpha t,\Delta^*)\). The first row gives \(\alpha t(E+\alpha t)+|\Delta|^2=E(E+\alpha t)\), and the second gives \(\Delta^*(E+\alpha t)-\alpha t\,\Delta^*=E\Delta^*\). Because \(E>|\alpha t|\), this vector is nonzero. Its squared norm is \((E+\alpha t)^2+|\Delta|^2=2E(E+\alpha t)\).

Now let \(|v_0|^2+|v_1|^2=1\). Squared moduli of the first row give

\[
(\mu-\alpha t)^2|v_0|^2=|\Delta|^2|v_1|^2=(\mu-\alpha t)(\mu+\alpha t)(1-|v_0|^2).
\]

The factor \(\mu-\alpha t\) is nonzero because \(\mu^2-\alpha^2t^2=|\Delta|^2>0\). Dividing by it leaves \(2\mu|v_0|^2=\mu+\alpha t\), and \(\mu=E\) yields

\[
|v_0|^2=\frac12\left(1+\frac{\alpha t}{E}\right).
\]

Phases disappeared when the moduli were taken.

For \(t>0\) we have \(E\ge\alpha t\), so the missing weight obeys

\[
1-|v_0|^2=\frac{E-\alpha t}{2E}=\frac{|\Delta|^2}{2E(E+\alpha t)}\le\frac{|\Delta|^2}{4(\alpha t)^2}\longrightarrow0 .
\]

Since \(E(-t)=E(t)\), the weight at \(-t\) is one minus the weight at \(t\), which gives the limit 0 in the far past.

The weight equals one half exactly when \(\alpha t=0\), that is, at \(t=0\). Its derivative is

\[
\frac12\left(\frac{\alpha}{E}-\frac{\alpha t\cdot\alpha^2t}{E^3}\right)=\frac{\alpha|\Delta|^2}{2E^3}.
\]

### The numbers for \(\alpha=1\), \(\Delta=4\)

At \(t=3\), \(E=5\) and the weight is \((1+3/5)/2=4/5\). A unit upper eigenvector is \((2,1)/\sqrt5\): the matrix sends \((2,1)\) to \((6+4,\,8-3)=5\,(2,1)\). At \(t=-3\) a unit upper eigenvector is \((1,2)/\sqrt5\), with weight \(1/5\).

### The Lean file

```lean
import Mathlib

open Matrix Filter Topology
open scoped ComplexConjugate

namespace LandauZenerCharacter

noncomputable section

/-- The Landau-Zener Hamiltonian at time `t`, with sweep rate `α` and complex coupling `Δ`
between the two diabatic states. -/
def hamiltonian (α : ℝ) (Δ : ℂ) (t : ℝ) : Matrix (Fin 2) (Fin 2) ℂ :=
  !![(α : ℂ) * t, Δ; conj Δ, -((α : ℂ) * t)]

/-- The energy `√((αt)² + |Δ|²)`. -/
def energy (α : ℝ) (Δ : ℂ) (t : ℝ) : ℝ := √((α * t) ^ 2 + ‖Δ‖ ^ 2)

/-- An upper adiabatic state: a normalised eigenvector whose energy is the largest
real eigenvalue of the Hamiltonian. -/
def IsUpperState (α : ℝ) (Δ : ℂ) (t : ℝ) (v : Fin 2 → ℂ) : Prop :=
  ‖v 0‖ ^ 2 + ‖v 1‖ ^ 2 = 1 ∧ ∃ μ : ℝ, hamiltonian α Δ t *ᵥ v = (μ : ℂ) • v ∧
    ∀ (ν : ℝ) (w : Fin 2 → ℂ), w ≠ 0 → hamiltonian α Δ t *ᵥ w = (ν : ℂ) • w → ν ≤ μ

/-- The unnormalised vector with amplitudes `E + αt` and `conj Δ`. -/
def mixingVector (α : ℝ) (Δ : ℂ) (t : ℝ) : Fin 2 → ℂ :=
  ![((energy α Δ t + α * t : ℝ) : ℂ), conj Δ]

/-- The mixing vector divided by `√(2E(E + αt))`. -/
def upperVector (α : ℝ) (Δ : ℂ) (t : ℝ) : Fin 2 → ℂ :=
  (((√(2 * energy α Δ t * (energy α Δ t + α * t)))⁻¹ : ℝ) : ℂ) • mixingVector α Δ t

/-- For nonzero coupling, `E` is positive, `E² = (αt)² + |Δ|²`, and `E + αt` is positive. -/
theorem energy_facts (α : ℝ) {Δ : ℂ} (hΔ : Δ ≠ 0) (t : ℝ) :
    0 < energy α Δ t ∧ energy α Δ t ^ 2 = (α * t) ^ 2 + ‖Δ‖ ^ 2 ∧
      0 < energy α Δ t + α * t := by
  have hg : 0 < ‖Δ‖ ^ 2 := pow_pos (norm_pos_iff.mpr hΔ) 2
  have hs : 0 < (α * t) ^ 2 + ‖Δ‖ ^ 2 := by positivity
  have hE : 0 < energy α Δ t := Real.sqrt_pos.mpr hs
  have hE2 : energy α Δ t ^ 2 = (α * t) ^ 2 + ‖Δ‖ ^ 2 := Real.sq_sqrt hs.le
  refine ⟨hE, hE2, ?_⟩
  by_contra h
  nlinarith [not_lt.mp h]

/-- The eigenvalue equation written out for the two diabatic amplitudes. -/
theorem eigen_iff (α : ℝ) (Δ : ℂ) (t μ : ℝ) (v : Fin 2 → ℂ) :
    hamiltonian α Δ t *ᵥ v = (μ : ℂ) • v ↔
      (α : ℂ) * t * v 0 + Δ * v 1 = μ * v 0 ∧
      conj Δ * v 0 - (α : ℂ) * t * v 1 = μ * v 1 := by
  have e0 : (hamiltonian α Δ t *ᵥ v) 0 = (α : ℂ) * t * v 0 + Δ * v 1 := by
    simp [hamiltonian, Matrix.mulVec, dotProduct, Fin.sum_univ_two]
  have e1 : (hamiltonian α Δ t *ᵥ v) 1 = conj Δ * v 0 - (α : ℂ) * t * v 1 := by
    simp [hamiltonian, Matrix.mulVec, dotProduct, Fin.sum_univ_two, sub_eq_add_neg]
  rw [funext_iff, Fin.forall_fin_two, e0, e1]
  rfl

/-- A real energy `μ` of a nonzero eigenvector satisfies `μ² = (αt)² + |Δ|²`. -/
theorem eigenvalue_sq {α : ℝ} {Δ : ℂ} {t μ : ℝ} {v : Fin 2 → ℂ} (hv : v ≠ 0)
    (h : hamiltonian α Δ t *ᵥ v = (μ : ℂ) • v) : μ ^ 2 = (α * t) ^ 2 + ‖Δ‖ ^ 2 := by
  obtain ⟨h0, h1⟩ := (eigen_iff α Δ t μ v).mp h
  have hD : Δ * conj Δ = (‖Δ‖ : ℂ) ^ 2 := by
    rw [Complex.mul_conj, Complex.normSq_eq_norm_sq, Complex.ofReal_pow]
  -- eliminating either amplitude leaves the same scalar factor
  have k0 : ((μ ^ 2 - (α * t) ^ 2 - ‖Δ‖ ^ 2 : ℝ) : ℂ) * v 0 = 0 := by
    push_cast
    linear_combination (-(μ : ℂ) - α * t) * h0 - Δ * h1 + v 0 * hD
  have k1 : ((μ ^ 2 - (α * t) ^ 2 - ‖Δ‖ ^ 2 : ℝ) : ℂ) * v 1 = 0 := by
    push_cast
    linear_combination (-(μ : ℂ) + α * t) * h1 - conj Δ * h0 + v 1 * hD
  by_contra hne
  have hr : ((μ ^ 2 - (α * t) ^ 2 - ‖Δ‖ ^ 2 : ℝ) : ℂ) ≠ 0 :=
    Complex.ofReal_ne_zero.mpr fun h' => hne (by linarith)
  exact hv (funext (Fin.forall_fin_two.mpr
    ⟨(mul_eq_zero.mp k0).resolve_left hr, (mul_eq_zero.mp k1).resolve_left hr⟩))

/-- A normalised eigenvector of energy `μ` has weight `|v₀|²` on the first diabatic state
fixed by `2μ|v₀|² = μ + αt`. -/
theorem eigenstate_weight {α : ℝ} {Δ : ℂ} (hΔ : Δ ≠ 0) {t μ : ℝ} {v : Fin 2 → ℂ}
    (hn : ‖v 0‖ ^ 2 + ‖v 1‖ ^ 2 = 1) (h : hamiltonian α Δ t *ᵥ v = (μ : ℂ) • v) :
    2 * μ * ‖v 0‖ ^ 2 = μ + α * t := by
  have hv : v ≠ 0 := by
    rintro rfl
    simp at hn
  have hE := eigenvalue_sq hv h
  have h0 := ((eigen_iff α Δ t μ v).mp h).1
  have a0 : ((μ - α * t : ℝ) : ℂ) * v 0 = Δ * v 1 := by
    push_cast
    linear_combination -h0
  -- squared moduli remove the phases of the amplitudes
  have e0 := congrArg (fun z : ℂ => ‖z‖ ^ 2) a0
  simp only [norm_mul, mul_pow, Complex.norm_real, Real.norm_eq_abs, sq_abs] at e0
  have hg : 0 < ‖Δ‖ ^ 2 := pow_pos (norm_pos_iff.mpr hΔ) 2
  have hne : μ - α * t ≠ 0 := by
    intro h'
    have : μ = α * t := by linarith
    rw [this] at hE
    linarith
  apply mul_left_cancel₀ hne
  linear_combination e0 - ‖v 1‖ ^ 2 * hE + (μ ^ 2 - (α * t) ^ 2) * hn

/-- For nonzero coupling, the mixing vector is an eigenvector with energy `+√((αt)² + |Δ|²)`. -/
theorem mixingVector_eigen (α : ℝ) {Δ : ℂ} (hΔ : Δ ≠ 0) (t : ℝ) :
    mixingVector α Δ t ≠ 0 ∧ hamiltonian α Δ t *ᵥ mixingVector α Δ t =
      (energy α Δ t : ℂ) • mixingVector α Δ t := by
  obtain ⟨-, hE2, hp⟩ := energy_facts α hΔ t
  have hD : Δ * conj Δ = (‖Δ‖ : ℂ) ^ 2 := by
    rw [Complex.mul_conj, Complex.normSq_eq_norm_sq, Complex.ofReal_pow]
  have hC : (energy α Δ t : ℂ) ^ 2 = ((α : ℂ) * t) ^ 2 + (‖Δ‖ : ℂ) ^ 2 := by
    exact_mod_cast hE2
  have m0 : mixingVector α Δ t 0 = (energy α Δ t : ℂ) + α * t := by
    simp [mixingVector]
  have m1 : mixingVector α Δ t 1 = conj Δ := by simp [mixingVector]
  refine ⟨fun h => hp.ne' (Complex.ofReal_eq_zero.mp (congrFun h 0)), ?_⟩
  rw [eigen_iff, m0, m1]
  exact ⟨by linear_combination hD - hC, by ring⟩

/-- The upper adiabatic states are exactly the normalised eigenvectors with energy
`+√((αt)² + |Δ|²)`. -/
theorem isUpperState_iff (α : ℝ) {Δ : ℂ} (hΔ : Δ ≠ 0) (t : ℝ) (v : Fin 2 → ℂ) :
    IsUpperState α Δ t v ↔ ‖v 0‖ ^ 2 + ‖v 1‖ ^ 2 = 1 ∧
      hamiltonian α Δ t *ᵥ v = (energy α Δ t : ℂ) • v := by
  obtain ⟨hE, hE2, -⟩ := energy_facts α hΔ t
  constructor
  · rintro ⟨hn, μ, hμ, hmax⟩
    have hv : v ≠ 0 := by
      rintro rfl
      simp at hn
    have hle := hmax _ _ (mixingVector_eigen α hΔ t).1 (mixingVector_eigen α hΔ t).2
    have hsq := eigenvalue_sq hv hμ
    have : μ = energy α Δ t := by nlinarith
    exact ⟨hn, this ▸ hμ⟩
  · rintro ⟨hn, h⟩
    refine ⟨hn, _, h, fun ν w hw hν => ?_⟩
    have hsq := eigenvalue_sq hw hν
    nlinarith

/-- For nonzero coupling, `upperVector` is an upper adiabatic state at every time. -/
theorem isUpperState_witness (α : ℝ) {Δ : ℂ} (hΔ : Δ ≠ 0) (t : ℝ) :
    IsUpperState α Δ t (upperVector α Δ t) := by
  obtain ⟨hE, hE2, hp⟩ := energy_facts α hΔ t
  have hpos : 0 < 2 * energy α Δ t * (energy α Δ t + α * t) := by positivity
  have hc : ((√(2 * energy α Δ t * (energy α Δ t + α * t)))⁻¹) ^ 2 *
      (2 * energy α Δ t * (energy α Δ t + α * t)) = 1 := by
    rw [inv_pow, Real.sq_sqrt hpos.le, inv_mul_cancel₀ hpos.ne']
  rw [isUpperState_iff α hΔ]
  unfold upperVector
  generalize (√(2 * energy α Δ t * (energy α Δ t + α * t)))⁻¹ = c at hc ⊢
  constructor
  · have n0 : ‖mixingVector α Δ t 0‖ ^ 2 = (energy α Δ t + α * t) ^ 2 := by
      change ‖((energy α Δ t + α * t : ℝ) : ℂ)‖ ^ 2 = _
      rw [Complex.norm_real, Real.norm_eq_abs, sq_abs]
    have n1 : ‖mixingVector α Δ t 1‖ ^ 2 = ‖Δ‖ ^ 2 := by
      change ‖conj Δ‖ ^ 2 = _
      rw [RCLike.norm_conj]
    simp only [Pi.smul_apply, smul_eq_mul, norm_mul, mul_pow, n0, n1,
      Complex.norm_real, Real.norm_eq_abs, sq_abs]
    linear_combination hc - c ^ 2 * hE2
  · rw [Matrix.mulVec_smul, (mixingVector_eigen α hΔ t).2, smul_comm]

/-- For `αt > 0` the quantity `(1 + αt/E)/2` lies between `1 - |Δ|²/(4(αt)²)` and `1`. -/
theorem weight_tail {α : ℝ} {Δ : ℂ} (hΔ : Δ ≠ 0) {t : ℝ} (hx : 0 < α * t) :
    1 - ‖Δ‖ ^ 2 / (4 * (α * t) ^ 2) ≤ (1 + α * t / energy α Δ t) / 2 ∧
      (1 + α * t / energy α Δ t) / 2 ≤ 1 := by
  obtain ⟨hE, hE2, -⟩ := energy_facts α hΔ t
  have hle : α * t ≤ energy α Δ t := by nlinarith [sq_nonneg ‖Δ‖]
  have hg : ‖Δ‖ ^ 2 = (energy α Δ t - α * t) * (energy α Δ t + α * t) := by
    linear_combination -hE2
  rw [hg]
  generalize energy α Δ t = E at *
  generalize α * t = x at *
  constructor
  · have h1 : 1 - (1 + x / E) / 2 = (E - x) / (2 * E) := by
      field_simp
      try ring
    have h2 : (E - x) / (2 * E) ≤ (E - x) * (E + x) / (4 * x ^ 2) := by
      rw [div_le_div_iff₀ (by positivity) (by positivity)]
      have h3 : 0 ≤ (E + x) * E - 2 * x ^ 2 := by nlinarith
      nlinarith [mul_nonneg (sub_nonneg.mpr hle) h3]
    linarith
  · have : x / E ≤ 1 := (div_le_one hE).mpr hle
    linarith

/-- For `α > 0` and `Δ ≠ 0`, the weight of the upper adiabatic state on the first diabatic state is
`(1 + αt/√((αt)² + |Δ|²))/2`; it tends to 1 in the far future and to 0 in the far past. -/
theorem upper_state_character {α : ℝ} (hα : 0 < α) {Δ : ℂ} (hΔ : Δ ≠ 0)
    (v : ℝ → Fin 2 → ℂ) (hv : ∀ t, IsUpperState α Δ t (v t)) :
    (∀ t, ‖v t 0‖ ^ 2 = (1 + α * t / √((α * t) ^ 2 + ‖Δ‖ ^ 2)) / 2) ∧
      Tendsto (fun t => ‖v t 0‖ ^ 2) atTop (𝓝 1) ∧
      Tendsto (fun t => ‖v t 0‖ ^ 2) atBot (𝓝 0) := by
  have hw : ∀ t, ‖v t 0‖ ^ 2 = (1 + α * t / energy α Δ t) / 2 := by
    intro t
    have hE := (energy_facts α hΔ t).1
    obtain ⟨hn, h⟩ := (isUpperState_iff α hΔ t (v t)).mp (hv t)
    have h2 := eigenstate_weight hΔ hn h
    have h3 : α * t = energy α Δ t * (2 * ‖v t 0‖ ^ 2 - 1) := by linear_combination -h2
    rw [h3, mul_div_cancel_left₀ _ hE.ne']
    ring
  -- far future: squeeze between the tail bound and 1
  have top : Tendsto (fun t => (1 + α * t / energy α Δ t) / 2) atTop (𝓝 1) := by
    have l1 : Tendsto (fun t : ℝ => α * t) atTop atTop := tendsto_id.const_mul_atTop hα
    have l2 : Tendsto (fun t : ℝ => 4 * (α * t) ^ 2) atTop atTop :=
      ((tendsto_pow_atTop two_ne_zero).comp l1).const_mul_atTop (by norm_num)
    have l3 : Tendsto (fun t : ℝ => 1 - ‖Δ‖ ^ 2 / (4 * (α * t) ^ 2)) atTop (𝓝 1) := by
      simpa using (l2.const_div_atTop (‖Δ‖ ^ 2)).const_sub 1
    refine tendsto_of_tendsto_of_tendsto_of_le_of_le' l3 tendsto_const_nhds ?_ ?_
    · filter_upwards [eventually_gt_atTop 0] with t ht
      exact (weight_tail hΔ (mul_pos hα ht)).1
    · filter_upwards [eventually_gt_atTop 0] with t ht
      exact (weight_tail hΔ (mul_pos hα ht)).2
  refine ⟨hw, top.congr fun t => (hw t).symm, ?_⟩
  -- far past: time reversal exchanges the two diabatic weights
  have bot := (top.comp tendsto_neg_atBot_atTop).const_sub 1
  rw [sub_self] at bot
  refine bot.congr fun t => ?_
  have hev : energy α Δ (-t) = energy α Δ t := by
    unfold energy
    congr 1
    ring
  rw [hw t]
  simp only [Function.comp_apply, hev]
  ring

/-- For nonzero sweep rate and coupling, an upper adiabatic state has weight one half on the first
diabatic state exactly at `t = 0`. -/
theorem equal_mixing_iff {α : ℝ} (hα : α ≠ 0) {Δ : ℂ} (hΔ : Δ ≠ 0) {t : ℝ}
    {v : Fin 2 → ℂ} (hv : IsUpperState α Δ t v) : ‖v 0‖ ^ 2 = 1 / 2 ↔ t = 0 := by
  have hE := (energy_facts α hΔ t).1
  obtain ⟨hn, h⟩ := (isUpperState_iff α hΔ t v).mp hv
  have h2 := eigenstate_weight hΔ hn h
  constructor
  · intro hp
    rw [hp] at h2
    exact (mul_eq_zero.mp (by linarith : α * t = 0)).resolve_left hα
  · rintro rfl
    apply mul_left_cancel₀ hE.ne'
    linear_combination h2 / 2

/-- For nonzero coupling, the weight of the upper adiabatic state on the first diabatic state
changes at the rate `α|Δ|²/(2E³)`. -/
theorem character_rate (α : ℝ) {Δ : ℂ} (hΔ : Δ ≠ 0)
    (v : ℝ → Fin 2 → ℂ) (hv : ∀ t, IsUpperState α Δ t (v t)) (t : ℝ) :
    HasDerivAt (fun s => ‖v s 0‖ ^ 2) (α * ‖Δ‖ ^ 2 / (2 * energy α Δ t ^ 3)) t := by
  obtain ⟨hE, hE2, -⟩ := energy_facts α hΔ t
  have hw : (fun s => ‖v s 0‖ ^ 2) = fun s => (1 + α * s / energy α Δ s) / 2 := by
    funext s
    have hs := (energy_facts α hΔ s).1
    obtain ⟨hn, h⟩ := (isUpperState_iff α hΔ s (v s)).mp (hv s)
    have h2 := eigenstate_weight hΔ hn h
    have h3 : α * s = energy α Δ s * (2 * ‖v s 0‖ ^ 2 - 1) := by linear_combination -h2
    rw [h3, mul_div_cancel_left₀ _ hs.ne']
    ring
  have hx : HasDerivAt (fun s : ℝ => α * s) α t := by
    simpa using (hasDerivAt_id t).const_mul α
  have hq : HasDerivAt (fun s : ℝ => (α * s) ^ 2 + ‖Δ‖ ^ 2) (2 * (α * t) * α) t :=
    ((hx.fun_pow 2).add_const _).congr_deriv (by simp)
  have hne : (α * t) ^ 2 + ‖Δ‖ ^ 2 ≠ 0 := by
    rw [← hE2]
    positivity
  have hd : HasDerivAt (fun s => energy α Δ s)
      (2 * (α * t) * α / (2 * energy α Δ t)) t := hq.sqrt hne
  rw [hw]
  refine (((hx.fun_div hd hE.ne').const_add 1).div_const 2).congr_deriv ?_
  have hg : ‖Δ‖ ^ 2 = energy α Δ t ^ 2 - (α * t) ^ 2 := by linarith
  rw [hg]
  generalize energy α Δ t = E at *
  have hE0 : E ≠ 0 := hE.ne'
  field_simp
  try ring

end

end LandauZenerCharacter
```

```lean
#print axioms LandauZenerCharacter.eigenstate_weight
#print axioms LandauZenerCharacter.upper_state_character
#print axioms LandauZenerCharacter.equal_mixing_iff
#print axioms LandauZenerCharacter.character_rate
```

```
'LandauZenerCharacter.eigenstate_weight' depends on axioms: [propext, Classical.choice, Quot.sound]
'LandauZenerCharacter.upper_state_character' depends on axioms: [propext, Classical.choice, Quot.sound]
'LandauZenerCharacter.equal_mixing_iff' depends on axioms: [propext, Classical.choice, Quot.sound]
'LandauZenerCharacter.character_rate' depends on axioms: [propext, Classical.choice, Quot.sound]
```

### What the theorems say

`hamiltonian α Δ t` is the matrix above, with real `α` and `t` and complex `Δ`. The vector `v : Fin 2 → ℂ` holds the diabatic amplitudes, and `‖v 0‖ ^ 2` is the weight on the first diabatic state. Your real matrix and real eigenvector are the special case in which all entries are real.

`IsUpperState` says that `v` is normalised and has a real eigenvalue at least as large as every other real eigenvalue. The formula for \(E\) is therefore derived and not built into the definition.

The main theorem, `upper_state_character`, takes any family `v` of upper states, one for each time. It requires neither continuity in \(t\) nor a phase convention, and it gives the weight formula and both limits. Such families exist: `isUpperState_witness` supplies one for every nonzero coupling.

The condition `Δ ≠ 0` means that the diabatic states do interact, so the adiabatic levels never touch, although the diabatic ones cross at \(t=0\). The condition `0 < α` fixes the sweep direction, with the first diabatic energy rising. Both `equal_mixing_iff` and `character_rate` keep the condition `Δ ≠ 0`, but the first replaces `0 < α` by `α ≠ 0` and the second allows any real `α`.

Here \(t\) is a parameter in an instantaneous eigenvalue problem. The time-dependent Schrödinger equation is not solved, so the Landau–Zener transition probability does not appear. Within this two-state model with linear diabatic energies and constant coupling, the result describes how electronic character changes along an adiabatic curve, which matters when adiabatic states are labelled by their diabatic parentage.

### How the proof follows the derivation

`energy_facts` collects \(E>0\), the formula for \(E^2\) and \(E+\alpha t>0\). `eigen_iff` turns the matrix equation into its two rows. In `eigenvalue_sq`, two `linear_combination` steps eliminate one amplitude each, leaving the factor \(\mu^2-(\alpha t)^2-|\Delta|^2\) times \(v_0\) and times \(v_1\). If that factor were nonzero, both amplitudes would vanish.

`eigenstate_weight` takes squared norms of the first row and cancels \(\mu-\alpha t\) with `mul_left_cancel₀`. It assumes \(\Delta\neq0\) and holds for either adiabatic state; since then \(\mu\neq0\), the relation determines the weight.

`mixingVector_eigen` checks the explicit eigenvector. `isUpperState_iff` then identifies the upper states: comparison with this vector gives \(E\le\mu\), and \(\mu^2=E^2\) forces \(\mu=E\). Conversely, every real eigenvalue \(\nu\) satisfies \(\nu^2=E^2\), hence \(\nu\le E\). `isUpperState_witness` divides the explicit vector by \(\sqrt{2E(E+\alpha t)}\) and verifies its normalisation.

`weight_tail` proves the bound on the missing weight. In `upper_state_character` that bound and the constant 1 squeeze the weight as \(t\to+\infty\); composing with \(t\mapsto-t\) and subtracting from 1 gives the other limit.

`equal_mixing_iff` reads the midpoint off \(2E|v_0|^2=E+\alpha t\). `character_rate` first replaces the weight by its explicit formula, which is why an arbitrary family of phases does no harm, and then applies the square-root and quotient rules.
